# Counting the ways n quarks couple to an SU(3) Young diagram with rows a ≥ b ≥ c

For integers $a\ge b\ge c\ge 0$ and $n=a+b+c$, the number of ways to build the Young diagram with rows $a,b,c$ one box at a time, keeping the row lengths ordered after every box, is

$$f(a,b,c)=\frac{n!\,(a-b+1)(a-c+2)(b-c+1)}{(a+2)!\,(b+1)!\,c!}.$$

When $n$ quarks, each in the triplet of SU(3), are coupled one after another, the same irreducible representation can often be reached by several routes. The triplet stands for the three colours, or for the three flavours u, d and s. Spin and position are left out, and with them the Pauli principle, which concerns all these properties together. Each quark adds one box to the diagram, and the number of routes is the multiplicity of the representation in the $n$-quark product space. For three quarks the formula gives one decuplet $(3,0,0)$, two octets $(2,1,0)$ and one singlet $(1,1,1)$, and the dimensions add up correctly: $10+2\cdot 8+1=27$.

The Lean development counts routes. The step from there to the quarks is the rule that the product of a representation with a triplet contains, exactly once, each diagram of at most three rows with one box more. This rule is built into the definitions and not derived from the group.

## Rows ordered after every quark

A route is a list over `Fin 3`. The letters 0, 1, 2 say that the next box goes into the first, second or third row. `Allowed` requires every prefix `p` of the list to have ordered row lengths, so every intermediate diagram is a legitimate representation. `quarkWords a b c` is the set of allowed words with the given final row lengths, and `multiplicity a b c` is its size.

```lean
import Mathlib

open scoped Nat

namespace SU3Branching

/-- A word of row labels 0, 1, 2 is allowed if after every prefix the first row is at least
as long as the second and the second at least as long as the third. -/
def Allowed (w : List (Fin 3)) : Prop :=
  ∀ p, p <+: w → p.count 1 ≤ p.count 0 ∧ p.count 2 ≤ p.count 1

/-- The allowed words that put `a` quarks in the first row, `b` in the second and `c` in the
third row of the Young diagram. -/
def quarkWords (a b c : ℕ) : Set (List (Fin 3)) :=
  {w | Allowed w ∧ w.count 0 = a ∧ w.count 1 = b ∧ w.count 2 = c}

/-- The number of allowed words with row lengths `a`, `b`, `c`. -/
noncomputable def multiplicity (a b c : ℕ) : ℕ := (quarkWords a b c).ncard
```

Without the condition on prefixes the count would be $n!/(a!\,b!\,c!)$, the number of product states with given occupations of the three quark states. For $(1,1,1)$ that is 6 instead of 1. Ordering the final diagram alone is not enough either: the word 1, 0 ends at $(1,1,0)$, but its first box lies in the second row.

## Three letters for three quark states

A column of boxes stands for quarks antisymmetrised in their SU(3) states, and with three such states no more than three quarks can be antisymmetrised in this way. Hence there are three rows and three possible last letters. By hand, this is why the recursion below has three terms and why $n=a+b+c$. In Lean the case split is `letter_cases`, `count_snoc` updates a row length when a letter is appended, and `length_eq_rows` gives the sum by induction on the word.

```lean
lemma letter_cases : ∀ x : Fin 3, x = 0 ∨ x = 1 ∨ x = 2 := by decide

lemma count_snoc (u : List (Fin 3)) (x y : Fin 3) :
    (u ++ [x]).count y = u.count y + if x = y then 1 else 0 := by
  simp [List.count_append, List.count_singleton]

/-- The number of quarks is the sum of the three row lengths. -/
theorem length_eq_rows (w : List (Fin 3)) :
    w.length = w.count 0 + w.count 1 + w.count 2 := by
  induction w with
  | nil => simp
  | cons x w ih =>
    rcases letter_cases x with rfl | rfl | rfl <;> simp <;> omega
```

With a fourth letter there would also be diagrams of four rows, as for SU(4). The count for a diagram of at most three rows would stay the same, because its words never use the new letter.

## A final diagram with ordered rows

The inequalities $a\ge b\ge c$ say that the final diagram labels a representation. Take such a diagram with $n\ge1$, so that $a\ge1$, and remove the last quark. What remains is an allowed word whose diagram has one box less in one of the rows. Conversely, putting the box back gives an allowed word, because the only new prefix is the whole word and its rows are ordered by assumption. The three classes are disjoint, since their last letters differ. Writing $N$ for the number of words,

$$N(a,b,c)=N(a-1,b,c)+N(a,b-1,c)+N(a,b,c-1),$$

where a term is absent if its row was already empty.

`allowed_snoc` is the statement about the new prefix. `mem_snoc_image` and `ncard_snoc` say that appending a fixed letter marks the class and preserves its size, and `quarkWords_finite` bounds the words by their length, as needed for adding sizes.

```lean
/-- Adding one quark to a word gives an allowed word exactly when the old word is allowed and
the new row lengths are ordered. -/
theorem allowed_snoc (u : List (Fin 3)) (x : Fin 3) :
    Allowed (u ++ [x]) ↔ Allowed u ∧ (u ++ [x]).count 1 ≤ (u ++ [x]).count 0 ∧
      (u ++ [x]).count 2 ≤ (u ++ [x]).count 1 := by
  constructor
  · intro h
    exact ⟨fun p hp => h p (hp.trans (List.prefix_append u [x])), h _ (List.prefix_refl _)⟩
  · rintro ⟨h, h'⟩ p hp
    rcases List.prefix_concat_iff.1 hp with rfl | hp
    · exact h'
    · exact h p hp

lemma mem_snoc_image (u : List (Fin 3)) (x y : Fin 3) (S : Set (List (Fin 3))) :
    u ++ [x] ∈ (fun l => l ++ [y]) '' S ↔ x = y ∧ u ∈ S := by
  constructor
  · rintro ⟨v, hv, h⟩
    have h' : v ++ [y] = u ++ [x] := h
    obtain ⟨rfl, h2⟩ := List.append_inj' h' rfl
    exact ⟨(List.cons.inj h2).1.symm, hv⟩
  · rintro ⟨rfl, hu⟩
    exact ⟨u, hu, rfl⟩

lemma ncard_snoc (y : Fin 3) (S : Set (List (Fin 3))) :
    ((fun l => l ++ [y]) '' S).ncard = S.ncard :=
  Set.ncard_image_of_injective S (fun _ _ h => List.append_cancel_right h)

/-- There are finitely many allowed words with given row lengths. -/
theorem quarkWords_finite (a b c : ℕ) : (quarkWords a b c).Finite := by
  refine (List.finite_length_eq (Fin 3) (a + b + c)).subset ?_
  rintro w ⟨_, h0, h1, h2⟩
  have h := length_eq_rows w
  rw [h0, h1, h2] at h
  exact h
```

In `multiplicity_branching` the first row is written `a + 1`, which encodes that it is non-empty, and `h1` and `h2` express the ordering. The equation `key` sorts the words by their last letter, and the two `if` expressions remove the terms for empty rows. The sizes then add by disjointness.

```lean
/-- Branching rule: for ordered row lengths with a non-empty first row, the multiplicity is the
sum of the multiplicities of the shapes left when one quark is removed from a non-empty row. -/
theorem multiplicity_branching (a b c : ℕ) (h1 : b ≤ a + 1) (h2 : c ≤ b) :
    multiplicity (a + 1) b c = multiplicity a b c
      + (if b = 0 then 0 else multiplicity (a + 1) (b - 1) c)
      + (if c = 0 then 0 else multiplicity (a + 1) b (c - 1)) := by
  -- sort the words by the row of the last quark
  have key : quarkWords (a + 1) b c = (fun l => l ++ [0]) '' quarkWords a b c ∪
      ((fun l => l ++ [1]) '' {u | Allowed u ∧ u.count 0 = a + 1 ∧ u.count 1 + 1 = b ∧
        u.count 2 = c} ∪
      (fun l => l ++ [2]) '' {u | Allowed u ∧ u.count 0 = a + 1 ∧ u.count 1 = b ∧
        u.count 2 + 1 = c}) := by
    ext w
    induction w using List.reverseRecOn with
    | nil => simp [quarkWords]
    | append_singleton u x _ =>
      simp only [Set.mem_union, mem_snoc_image, quarkWords, Set.mem_ofPred_eq, allowed_snoc,
        count_snoc]
      generalize u.count 0 = p
      generalize u.count 1 = q
      generalize u.count 2 = r
      rcases letter_cases x with rfl | rfl | rfl <;> by_cases hu : Allowed u <;>
        simp [hu] <;> omega
  have hf := quarkWords_finite (a + 1) b c
  rw [key, Set.finite_union, Set.finite_union] at hf
  have hB : {u : List (Fin 3) | Allowed u ∧ u.count 0 = a + 1 ∧ u.count 1 + 1 = b ∧
      u.count 2 = c}.ncard = if b = 0 then 0 else multiplicity (a + 1) (b - 1) c := by
    rcases b with _ | b <;> simp [multiplicity, quarkWords]
  have hC : {u : List (Fin 3) | Allowed u ∧ u.count 0 = a + 1 ∧ u.count 1 = b ∧
      u.count 2 + 1 = c}.ncard = if c = 0 then 0 else multiplicity (a + 1) b (c - 1) := by
    rcases c with _ | c <;> simp [multiplicity, quarkWords]
  -- the three classes are disjoint, so their sizes add
  rw [← hB, ← hC, multiplicity, key, Set.ncard_union_eq _ hf.1 (hf.2.1.union hf.2.2),
    Set.ncard_union_eq _ hf.2.1 hf.2.2, ncard_snoc, ncard_snoc, ncard_snoc, multiplicity,
    add_assoc]
  · rw [Set.disjoint_left]
    rintro _ ⟨u, _, rfl⟩ h
    exact absurd ((mem_snoc_image _ _ _ _).1 h).1 (by decide)
  · rw [Set.disjoint_left]
    rintro _ ⟨u, _, rfl⟩ h
    rcases h with h | h <;> exact absurd ((mem_snoc_image _ _ _ _).1 h).1 (by decide)
```

Without the ordering the recursion can fail: $N(1,2,0)=0$, although the diagram $(1,1,0)$, with one box less, has one word.

## One step outside the ordered region

Removing a box from an ordered diagram can give a disordered one, for instance $(0,1,0)$ from $(1,1,0)$. The induction therefore uses the weaker hypotheses $b\le a+1$ and $c\le b+1$, which hold for every predecessor of an ordered diagram. If the ordering fails under these hypotheses, then $b=a+1$ or $c=b+1$. The count is zero, because the whole word is one of its own prefixes, and $f$ is zero through the factor $a-b+1$ or $b-c+1$.

For an ordered diagram with $n\ge1$, it remains to show that $f$ obeys the recursion. Put $x=a+2$, $y=b+1$, $z=c$ and $D(x,y,z)=(x-y)(x-z)(y-z)$, so that $f=n!\,D/(x!\,y!\,z!)$ and $n=x+y+z-3$. Multiplying the recursion by $x!\,y!\,z!/(n-1)!$ turns it into

$$nD(x,y,z)=x\,D(x-1,y,z)+y\,D(x,y-1,z)+z\,D(x,y,z-1).$$

With $s=x+y+z$, the terms on the right are

$$\begin{aligned}
x\,D(x-1,y,z)&=xD-x(y-z)(3x-s)+x(y-z),\\
y\,D(x,y-1,z)&=yD+y(x-z)(3y-s)-y(x-z),\\
z\,D(x,y,z-1)&=zD-z(x-y)(3z-s)+z(x-y).
\end{aligned}$$

Two identities finish the sum:

$$x(y-z)-y(x-z)+z(x-y)=0,$$
$$x^2(y-z)-y^2(x-z)+z^2(x-y)=D.$$

The right-hand side is therefore $sD-3D=nD$. Absent terms cause no trouble. For $c=0$ the third term has the factor $z=0$; for $b=0$, which forces $c=0$, the second is $D(x,0,0)=0$. The induction starts from $N(0,0,0)=1=f(0,0,0)$.

```lean
/-- The multiplicity vanishes when the row lengths are not ordered. -/
theorem multiplicity_eq_zero {a b c : ℕ} (h : ¬(b ≤ a ∧ c ≤ b)) : multiplicity a b c = 0 := by
  have he : quarkWords a b c = ∅ := by
    rw [Set.eq_empty_iff_forall_notMem]
    rintro w ⟨hw, rfl, rfl, rfl⟩
    exact h (hw w (List.prefix_refl w))
  rw [multiplicity, he, Set.ncard_empty]

lemma multiplicity_zero : multiplicity 0 0 0 = 1 := by
  have he : quarkWords 0 0 0 = {[]} := by
    ext w
    constructor
    · rintro ⟨_, h0, h1, h2⟩
      have h := length_eq_rows w
      exact Set.mem_singleton_iff.2 (List.length_eq_zero_iff.1 (by omega))
    · rintro rfl
      refine ⟨fun p hp => ?_, rfl, rfl, rfl⟩
      rw [List.prefix_nil.1 hp]
      simp
  rw [multiplicity, he, Set.ncard_singleton]

lemma multiplicity_aux (n : ℕ) : ∀ a b c : ℕ, a + b + c = n → b ≤ a + 1 → c ≤ b + 1 →
    (multiplicity a b c : ℚ) = (n ! : ℚ) * ((a : ℚ) - b + 1) * ((a : ℚ) - c + 2) *
      ((b : ℚ) - c + 1) / (((a + 2)! : ℚ) * ((b + 1)! : ℚ) * (c ! : ℚ)) := by
  induction n with
  | zero =>
    intro a b c h _ _
    obtain ⟨rfl, rfl, rfl⟩ : a = 0 ∧ b = 0 ∧ c = 0 := by omega
    rw [multiplicity_zero]
    norm_num [Nat.factorial]
  | succ n ih =>
    intro a b c h h1 h2
    by_cases hd : b ≤ a ∧ c ≤ b
    · rcases a with _ | a
      · omega
      have R := multiplicity_branching a b c hd.1 hd.2
      have A := ih a b c (by omega) (by omega) (by omega)
      have hn : (n : ℚ) = a + b + c := by exact_mod_cast (by omega : n = a + b + c)
      have fa : (a + 1 + 2)! = (a + 3) * (a + 2)! := Nat.factorial_succ (a + 2)
      rcases b with _ | b
      · -- one row
        obtain rfl : c = 0 := by omega
        simp only [↓reduceIte, add_zero] at R
        rw [R, A, fa, Nat.factorial_succ n]
        push_cast
        rw [hn, div_eq_div_iff (by positivity) (by positivity)]
        push_cast
        ring
      have B := ih (a + 1) b c (by omega) (by omega) (by omega)
      have fb : (b + 1 + 1)! = (b + 2) * (b + 1)! := Nat.factorial_succ (b + 1)
      rcases c with _ | c
      · -- two rows
        have R' : (multiplicity (a + 1) (b + 1) 0 : ℚ) =
            multiplicity a (b + 1) 0 + multiplicity (a + 1) b 0 := by
          rw [R]
          simp
        rw [R', A, B, fa, fb, Nat.factorial_succ n]
        push_cast
        rw [hn, div_add_div _ _ (by positivity) (by positivity),
          div_eq_div_iff (by positivity) (by positivity)]
        push_cast
        ring
      · -- three rows
        have C := ih (a + 1) (b + 1) c (by omega) (by omega) (by omega)
        have R' : (multiplicity (a + 1) (b + 1) (c + 1) : ℚ) = multiplicity a (b + 1) (c + 1)
            + multiplicity (a + 1) b (c + 1) + multiplicity (a + 1) (b + 1) c := by
          rw [R]
          simp
        rw [R', A, B, C, fa, fb, Nat.factorial_succ n, Nat.factorial_succ c]
        push_cast
        rw [hn, div_add_div _ _ (by positivity) (by positivity),
          div_add_div _ _ (by positivity) (by positivity),
          div_eq_div_iff (by positivity) (by positivity)]
        push_cast
        ring
    · -- just outside the ordered region both sides vanish
      rw [multiplicity_eq_zero hd]
      have hb : b = a + 1 ∨ c = b + 1 := by omega
      rcases hb with rfl | rfl <;> push_cast <;> ring
```

`multiplicity_aux` runs this induction on $n$, for all admissible row lengths at once. It treats one, two and three non-empty rows separately, so that only existing predecessors occur. In each case `div_eq_div_iff` clears the denominators and `ring` checks the polynomial identity. The last branch deals with the disordered diagrams.

The final theorem keeps the physical hypotheses `hab : b ≤ a` and `hbc : c ≤ b`. Its equation is between rational numbers, so the differences and the quotient have their ordinary meaning.

```lean
/-- For ordered row lengths `a ≥ b ≥ c`, the number of allowed words of `a + b + c` quarks is
`(a+b+c)! (a-b+1)(a-c+2)(b-c+1) / ((a+2)! (b+1)! c!)`. -/
theorem multiplicity_formula (a b c : ℕ) (hab : b ≤ a) (hbc : c ≤ b) :
    (multiplicity a b c : ℚ) = ((a + b + c)! : ℚ) * ((a : ℚ) - b + 1) * ((a : ℚ) - c + 2) *
      ((b : ℚ) - c + 1) / (((a + 2)! : ℚ) * ((b + 1)! : ℚ) * (c ! : ℚ)) :=
  multiplicity_aux _ a b c rfl (by omega) (by omega)
```

Relaxing either inequality by two instead of one makes the formula fail. At $(0,2,0)$ it gives $-1$ and at $(2,0,2)$ it gives $-3$, while both counts are zero.

## Dynkin labels and the spin-½ case

The labels $p=a-b$ and $q=b-c$ are non-negative exactly when the rows are ordered. With natural numbers `p`, `q` and `c` as variables, no inequality has to be assumed. Substituting $a=c+q+p$ and $b=c+q$ gives the next theorem, in which $(p+1)(q+1)(p+q+2)$ is twice the dimension of the representation. Here `p` is a label and no longer a prefix.

```lean
/-- The multiplicity in terms of the Dynkin labels `p` and `q`, the differences of successive
row lengths, and the length `c` of the third row. -/
theorem multiplicity_dynkin (p q c : ℕ) :
    (multiplicity (c + q + p) (c + q) c : ℚ) =
      ((3 * c + 2 * q + p)! : ℚ) * (((p : ℚ) + 1) * (q + 1) * (p + q + 2)) /
        (((c + q + p + 2)! : ℚ) * ((c + q + 1)! : ℚ) * (c ! : ℚ)) := by
  have e : c + q + p + (c + q) + c = 3 * c + 2 * q + p := by ring
  rw [multiplicity_formula _ _ _ (by omega) (by omega), e]
  push_cast
  ring
```

Setting $c=0$ leaves the hypothesis $a\ge b$. The factor $a+2$ cancels against $(a+2)!=(a+2)(a+1)!$, and $b+1$ against $(b+1)!=(b+1)\,b!$.

```lean
/-- With an empty third row and `a ≥ b`, the multiplicity is the spin-1/2 branching number
`(a+b)! (a-b+1) / ((a+1)! b!)`. -/
theorem multiplicity_two_rows (a b : ℕ) (hab : b ≤ a) :
    (multiplicity a b 0 : ℚ) =
      ((a + b)! : ℚ) * ((a : ℚ) - b + 1) / (((a + 1)! : ℚ) * (b ! : ℚ)) := by
  have fa : (a + 2)! = (a + 2) * (a + 1)! := Nat.factorial_succ (a + 1)
  rw [multiplicity_formula a b 0 hab (Nat.zero_le b), fa, Nat.factorial_succ b,
    Nat.factorial_zero, add_zero]
  push_cast
  rw [div_eq_div_iff (by positivity) (by positivity)]
  ring

end SU3Branching
```

For $a+b$ electrons in singly occupied orbitals, with no spatial symmetry considered, this is the number of independent spin eigenfunctions with total spin $S=(a-b)/2$ and a fixed projection, and so the number of configuration state functions for that one orbital configuration. Four electrons coupled to a singlet, $a=b=2$, give 2.

## Multiplicity as a dimension

A different model would define the multiplicity as the dimension of the space of SU(3)-equivariant linear maps from the irreducible representation into $(\mathbb C^3)^{\otimes n}$. The closed formula would read the same, and the theorem would speak about quark states directly. The rule for multiplying by a triplet would then need a proof from representation theory, in place of the sorting of words by their last letter; the algebra of the induction would carry over.

```lean
#print axioms SU3Branching.length_eq_rows
#print axioms SU3Branching.multiplicity_dynkin
#print axioms SU3Branching.multiplicity_two_rows
```

```
'SU3Branching.length_eq_rows' depends on axioms: [propext, Classical.choice, Quot.sound]
'SU3Branching.multiplicity_dynkin' depends on axioms: [propext, Classical.choice, Quot.sound]
'SU3Branching.multiplicity_two_rows' depends on axioms: [propext, Classical.choice, Quot.sound]
```
